# Plane-wave matching at a delta-type vertex of a star graph gives a symmetric, unitary scattering matrix

Suppose three thin wires meet at a point, and an incoming electron wave is taken to split equally between the other two wires, with amplitude $1/\sqrt2$ on each and no reflection. A wave on a single wire then keeps its total probability. But if waves of amplitude 1 arrive on two wires at once, the outgoing amplitudes are $1/\sqrt2$, $1/\sqrt2$ and $\sqrt2$. The incoming squares sum to 2 and the outgoing ones to 3, so the rule does not conserve probability.

Scattering amplitudes at a junction should instead follow from conditions on the wave function. Take $N\ge1$ half-lines joined at a vertex, a wave number $k>0$ and a real vertex strength $\alpha$. If the wave function is continuous at the vertex and its outward derivatives there sum to $\alpha$ times its value, the outgoing amplitudes are $b=Sa$, where $a$ holds the incoming ones and

$$S=\frac{2\mathrm i k}{N\mathrm i k-\alpha}\,J-I .$$

Here $J$ is the all-ones matrix and $I$ the identity matrix. Upright $\mathrm i$ is the imaginary unit, which the Lean code writes as `I`; italic $i$ and $j$ label edges.

```lean
import Mathlib

open Matrix
open Complex (I)

namespace StarGraphScattering

noncomputable section
```

## Waves and the vertex condition

Each edge has a coordinate $x\ge0$ that increases away from the vertex. On edge $j$ the wave is

$$\psi_j(x)=a_j e^{-\mathrm i kx}+b_j e^{\mathrm i kx}.$$

With the time factor $e^{-\mathrm i Et}$, the first term travels towards the vertex and the second away from it.

```lean
/-- The wave `a e^{-ikx} + b e^{ikx}` on a half-line, with incoming amplitude `a` and
outgoing amplitude `b` for `k > 0`. -/
def wave (k : ℝ) (a b : ℂ) (x : ℝ) : ℂ :=
  a * Complex.exp (-(I * k) * x) + b * Complex.exp ((I * k) * x)
```

The vertex condition reads

$$\psi_i(0)=\psi_j(0)\ \text{for all } i,j,\qquad \sum_j\psi_j'(0^+)=\alpha\,\psi_i(0).$$

The constant $\alpha$, an inverse length, stands for a short-range potential at the junction: for two edges, the condition is that of a potential $\alpha\,\delta(x)$ on the line, in units where $\hbar=2m=1$. In Lean the edges form a finite type `n`, so $N$ is `Fintype.card n`, and `derivWithin` on `Set.Ici 0` is the one-sided derivative. Lean assigns it the value 0 where no derivative exists, so the definition has its physical meaning only for differentiable edge functions, such as the waves above.

```lean
/-- The vertex condition of strength `α`, for edge functions that have a one-sided derivative at the
vertex: the functions agree at the vertex, and their outward derivatives there sum to `α` times the
common value. -/
def VertexCondition {n : Type*} [Fintype n] (α : ℝ) (ψ : n → ℝ → ℂ) : Prop :=
  (∀ i j, ψ i 0 = ψ j 0) ∧
    ∀ i, ∑ j, derivWithin (ψ j) (Set.Ici 0) 0 = α * ψ i 0
```

## The matrix and its coefficient

The matrix $J$ has every entry equal to 1.

```lean
/-- The all-ones matrix `J`. -/
def allOnes (n : Type*) : Matrix n n ℂ := Matrix.of fun _ _ => 1
```

Write $t=2\mathrm i k/(N\mathrm i k-\alpha)$. The code calls this number `transmission`. It is the transmission amplitude between two different edges; for $N=1$, where there is no second edge, it is just 1 plus the reflection amplitude.

```lean
/-- The coefficient `2ik / (Nik - α)` of a vertex with `N` edges, for `Nik ≠ α`. -/
def transmission (N : ℕ) (k α : ℝ) : ℂ := 2 * I * k / (N * I * k - α)
```

In $S=tJ-I$ the diagonal entries $t-1$ are therefore reflection amplitudes and the off-diagonal entries $t$ are transmission amplitudes. Some textbooks order the two-channel matrix the other way.

```lean
/-- The scattering matrix `S = (2ik / (Nik - α)) J - I` of a star graph with `N` edges,
for `Nik ≠ α`. -/
def scatteringMatrix (n : Type*) [Fintype n] [DecidableEq n] (k α : ℝ) : Matrix n n ℂ :=
  transmission (Fintype.card n) k α • allOnes n - 1
```

## The waves solve the free Schrödinger equation

Differentiation gives

$$\psi_j'(x)=-\mathrm i k\,a_j e^{-\mathrm i kx}+\mathrm i k\,b_j e^{\mathrm i kx},$$

which is again a wave, with amplitudes $-\mathrm i k a_j$ and $\mathrm i k b_j$. The proof differentiates a single exponential $e^{cx}$ by the chain rule and uses the result for both terms.

```lean
/-- Differentiating a wave multiplies its incoming amplitude by `-ik` and its outgoing
amplitude by `ik`. -/
theorem hasDerivAt_wave (k : ℝ) (a b : ℂ) (x : ℝ) :
    HasDerivAt (wave k a b) (wave k (-(I * k * a)) (I * k * b) x) x := by
  have h (c : ℂ) : HasDerivAt (fun y : ℝ => Complex.exp (c * y))
      (c * Complex.exp (c * x)) x := by
    have h1 : HasDerivAt (fun y : ℝ => c * (y : ℂ)) c x :=
      ((hasDerivAt_id x).ofReal_comp.const_mul c).congr_deriv (by simp)
    exact h1.cexp.congr_deriv (mul_comm _ _)
  exact (((h (-(I * k))).const_mul a).fun_add ((h (I * k)).const_mul b)).congr_deriv
    (by simp only [wave]; ring)
```

A second derivative multiplies both amplitudes by $(\pm\mathrm i k)^2=-k^2$, so $-\psi_j''=k^2\psi_j$. Lean applies the previous lemma twice and finishes with $\mathrm i^2=-1$.

```lean
/-- Each wave solves the free stationary Schrödinger equation `-ψ'' = k² ψ`. -/
theorem wave_schrodinger (k : ℝ) (a b : ℂ) (x : ℝ) :
    -deriv (deriv (wave k a b)) x = (k : ℂ) ^ 2 * wave k a b x := by
  have h : deriv (wave k a b) = wave k (-(I * k * a)) (I * k * b) :=
    funext fun y => (hasDerivAt_wave k a b y).deriv
  rw [h, (hasDerivAt_wave k _ _ x).deriv]
  simp only [wave]
  linear_combination (-(k : ℂ) ^ 2 * (a * Complex.exp (-(I * k) * x)
    + b * Complex.exp ((I * k) * x))) * Complex.I_sq
```

## The denominator is nonzero for $k>0$

The imaginary part of $N\mathrm i k-\alpha$ is $Nk$, because $\alpha$ is real. It is positive for $N\ge1$ and $k>0$, so the denominator is nonzero. The proof takes the imaginary part of the supposed equation and reaches $Nk=0$, a contradiction.

```lean
/-- For `N ≥ 1` edges, `k > 0` and real `α`, the number `Nik - α` is nonzero. -/
theorem denominator_ne_zero {N : ℕ} (hN : 0 < N) {k : ℝ} (hk : 0 < k) (α : ℝ) :
    (N : ℂ) * I * k - α ≠ 0 := by
  intro h
  have h2 : (N : ℝ) * k = 0 := by simpa using congrArg Complex.im h
  have hN' : (0 : ℝ) < N := by exact_mod_cast hN
  exact (mul_pos hN' hk).ne' h2
```

## From boundary values to amplitudes

At the vertex $\psi_j(0)=a_j+b_j$ and $\psi_j'(0^+)=\mathrm i k(b_j-a_j)$. The vertex condition becomes

$$a_i+b_i=a_j+b_j,\qquad \mathrm i k\sum_j(b_j-a_j)=\alpha(a_i+b_i).$$

In the proof, `h0` is the value and `h1` the one-sided derivative, which is obtained from the ordinary one.

```lean
variable {n : Type*} [Fintype n]

/-- For waves, the vertex condition is a set of linear equations between the incoming and
outgoing amplitudes. -/
theorem vertexCondition_wave_iff (k α : ℝ) (a b : n → ℂ) :
    VertexCondition α (fun j => wave k (a j) (b j)) ↔
      (∀ i j, a i + b i = a j + b j) ∧
        ∀ i, I * k * ∑ j, (b j - a j) = α * (a i + b i) := by
  have h0 : ∀ c d, wave k c d 0 = c + d := by
    intro c d
    simp [wave]
  have h1 : ∀ c d, derivWithin (wave k c d) (Set.Ici 0) 0 = I * k * (d - c) := by
    intro c d
    rw [(hasDerivAt_wave k c d 0).hasDerivWithinAt.derivWithin
      (uniqueDiffOn_Ici (0 : ℝ) 0 (Set.mem_Ici.mpr le_rfl)), h0]
    ring
  simp only [VertexCondition, h0, h1, Finset.mul_sum]
```

The proposed solution has components $(Sa)_i=t\sum_j a_j-a_i$, since every row of $J$ adds up all the incoming amplitudes.

```lean
variable [DecidableEq n]

/-- Component `i` of `S a` is the coefficient `transmission` times the sum of all entries of `a`,
minus the entry `a i`. -/
theorem scatteringMatrix_mulVec (k α : ℝ) (a : n → ℂ) (i : n) :
    (scatteringMatrix n k α *ᵥ a) i =
      transmission (Fintype.card n) k α * ∑ j, a j - a i := by
  rw [scatteringMatrix, Matrix.sub_mulVec, Matrix.one_mulVec, Pi.sub_apply]
  simp [allOnes, Matrix.mulVec, dotProduct, Finset.mul_sum]
```

## Matching forces $b=Sa$

Let $\varphi=a_j+b_j$ be the common vertex value and $A=\sum_j a_j$. Continuity gives $b_j-a_j=\varphi-2a_j$, hence

$$\sum_j(b_j-a_j)=N\varphi-2A .$$

The derivative condition is then $\mathrm i k(N\varphi-2A)=\alpha\varphi$, that is,

$$(N\mathrm i k-\alpha)\varphi=2\mathrm i k\,A .$$

Dividing by the nonzero factor gives $\varphi=tA$ and $b_i=tA-a_i=(Sa)_i$.

Conversely, if $b_i=tA-a_i$, then $a_i+b_i=tA$ on every edge, which is continuity. The derivative condition follows from

$$\mathrm i k(NtA-2A)-\alpha tA=\big[(N\mathrm i k-\alpha)t-2\mathrm i k\big]A=0 .$$

In Lean, `hs` is the formula for the sum and `ht` the relation $t(N\mathrm i k-\alpha)=2\mathrm i k$. The forward direction multiplies the claim by the denominator and cancels it at the end; `linear_combination` does the algebra in both directions. The lemma also allows an empty set of edges, which is treated first.

Some restriction on $k$ is needed, at least when $\alpha=0$. Take one edge with $k=\alpha=0$: the wave is the constant $a+b$, and every constant satisfies the vertex condition. The incoming amplitude $a=0$ then allows both $b=0$ and $b=1$, so no matrix can determine $b$ from $a$.

```lean
/-- For `k > 0`, waves satisfy the vertex condition exactly when the outgoing amplitudes are
the scattering matrix applied to the incoming ones. -/
theorem matching_iff {k : ℝ} (hk : 0 < k) (α : ℝ) (a b : n → ℂ) :
    VertexCondition α (fun j => wave k (a j) (b j)) ↔ b = scatteringMatrix n k α *ᵥ a := by
  rcases isEmpty_or_nonempty n with hn | hn
  · simp [VertexCondition, funext_iff]
  have hD := denominator_ne_zero (Fintype.card_pos (α := n)) hk α
  have ht : transmission (Fintype.card n) k α * ((Fintype.card n : ℂ) * I * k - α)
      = 2 * I * k := div_mul_cancel₀ _ hD
  -- continuity expresses the derivative sum through the common vertex value
  have hs (hc : ∀ i j, a i + b i = a j + b j) (i : n) :
      ∑ j, (b j - a j) = (Fintype.card n : ℂ) * (a i + b i) - 2 * ∑ j, a j := by
    calc ∑ j, (b j - a j) = ∑ j, ((a i + b i) - 2 * a j) :=
          Finset.sum_congr rfl fun j _ => by linear_combination hc j i
      _ = _ := by
          rw [Finset.sum_sub_distrib, ← Finset.mul_sum, Finset.sum_const,
            Finset.card_univ, nsmul_eq_mul]
  rw [vertexCondition_wave_iff]
  constructor
  · rintro ⟨hc, hd⟩
    funext i
    have h2 := hd i
    rw [hs hc i] at h2
    rw [scatteringMatrix_mulVec]
    apply mul_left_cancel₀ hD
    linear_combination h2 - (∑ j, a j) * ht
  · intro h
    have hb (i : n) : b i = transmission (Fintype.card n) k α * ∑ j, a j - a i := by
      rw [← scatteringMatrix_mulVec, ← h]
    have hc : ∀ i j, a i + b i = a j + b j := fun i j => by
      linear_combination hb i - hb j
    refine ⟨hc, fun i => ?_⟩
    rw [hs hc i]
    linear_combination ((Fintype.card n : ℂ) * I * k - α) * hb i + (∑ j, a j) * ht
```

## When $cJ-I$ is unitary

For a complex number $c$, the relations $J^\dagger=J$ and $J^2=NJ$ give

$$(cJ-I)(cJ-I)^\dagger=\big(N|c|^2-c-\bar c\big)J+I .$$

This is the identity if $N|c|^2=c+\bar c$. The two matrix relations are `hJs` and `hJJ` in the proof, and `hz` states that the bracket vanishes.

```lean
/-- On `N` edges, the matrix `cJ - I` is unitary if `N |c|² = c + c̄`. -/
theorem unitary_of_coefficient (c : ℂ)
    (h : (Fintype.card n : ℂ) * (c * starRingEnd ℂ c) = c + starRingEnd ℂ c) :
    c • allOnes n - 1 ∈ Matrix.unitaryGroup n ℂ := by
  have hJJ : allOnes n * allOnes n = (Fintype.card n : ℂ) • allOnes n := by
    ext i j
    simp [allOnes, Matrix.mul_apply]
  have hJs : (allOnes n)ᴴ = allOnes n := by
    ext i j
    simp [allOnes]
  have hz : c * star c * (Fintype.card n : ℂ) - c - star c = 0 := by
    rw [← starRingEnd_apply]
    linear_combination h
  rw [Matrix.mem_unitaryGroup_iff, Matrix.star_eq_conjTranspose, Matrix.conjTranspose_sub,
    Matrix.conjTranspose_smul, Matrix.conjTranspose_one, hJs]
  simp only [sub_mul, mul_sub, smul_mul_assoc, mul_smul_comm, hJJ, one_mul, mul_one]
  calc _ = (c * star c * (Fintype.card n : ℂ) - c - star c) • allOnes n + 1 := by module
    _ = 1 := by rw [hz, zero_smul, zero_add]
```

## The scattering theorem

It remains to check the condition for $c=t$. With $D=N\mathrm i k-\alpha$ and $\bar D=-N\mathrm i k-\alpha$,

$$t+\bar t=\frac{2\mathrm i k}{D}-\frac{2\mathrm i k}{\bar D}=\frac{2\mathrm i k(\bar D-D)}{|D|^2}=\frac{4Nk^2}{|D|^2}=N|t|^2 .$$

Lean avoids the fractions: `h1` is $tD=2\mathrm i k$, `h2` is its complex conjugate, and the nonzero product $D\bar D$ is cancelled. Symmetry follows from $J^{\mathsf T}=J$.

For any nonempty finite set of edges, any $k>0$ and any real $\alpha$, the theorem states four things: the denominator is nonzero; waves with amplitudes $a$ and $b$ meet the vertex condition exactly when $b=Sa$; $S$ equals its transpose; and $S$ is unitary. Unitarity means that $\sum_j|b_j|^2=\sum_j|a_j|^2$ for all incoming waves, including the superpositions that defeated the equal split. Symmetry means that the amplitude from edge $i$ to edge $j$ equals that from $j$ to $i$.

In quantum mechanics this describes scattering at one vertex of a quantum graph, a non-interacting model of a wire network with a single channel per wire. The step to a real junction, whose wires have finite width, is to replace it by a point with one energy-independent constant $\alpha$; that replacement is assumed here.

```lean
/-- On a star graph with at least one edge, for `k > 0` and real `α`, the denominator `Nik - α` is
nonzero, waves with incoming amplitudes `a` and outgoing amplitudes `b` meet the vertex condition
exactly when `b = S a`, and `S` is symmetric and unitary. -/
theorem star_graph_scattering [Nonempty n] {k : ℝ} (hk : 0 < k) (α : ℝ) :
    (Fintype.card n : ℂ) * I * k - α ≠ 0 ∧
    (∀ a b : n → ℂ, VertexCondition α (fun j => wave k (a j) (b j)) ↔
      b = scatteringMatrix n k α *ᵥ a) ∧
    (scatteringMatrix n k α)ᵀ = scatteringMatrix n k α ∧
    scatteringMatrix n k α ∈ Matrix.unitaryGroup n ℂ := by
  have hN := Fintype.card_pos (α := n)
  have hD := denominator_ne_zero hN hk α
  refine ⟨hD, matching_iff hk α, ?_, ?_⟩
  · have hJ : (allOnes n)ᵀ = allOnes n := rfl
    rw [scatteringMatrix, Matrix.transpose_sub, Matrix.transpose_smul,
      Matrix.transpose_one, hJ]
  · apply unitary_of_coefficient
    have hD' : -((Fintype.card n : ℂ) * I * k) - α ≠ 0 := by
      intro h
      apply denominator_ne_zero hN hk (-α)
      push_cast
      linear_combination -h
    have h1 : transmission (Fintype.card n) k α * ((Fintype.card n : ℂ) * I * k - α)
        = 2 * I * k := div_mul_cancel₀ _ hD
    -- the complex conjugate of the defining relation
    have h2 : starRingEnd ℂ (transmission (Fintype.card n) k α) *
        (-((Fintype.card n : ℂ) * I * k) - α) = -(2 * I * k) := by
      have h3 := congrArg (starRingEnd ℂ) h1
      simp only [map_mul, map_sub, Complex.conj_I, Complex.conj_ofReal, map_natCast,
        map_ofNat] at h3
      linear_combination h3
    apply mul_left_cancel₀ (mul_ne_zero hD hD')
    linear_combination
      ((Fintype.card n : ℂ) * (starRingEnd ℂ (transmission (Fintype.card n) k α) *
        (-((Fintype.card n : ℂ) * I * k) - α)) - (-((Fintype.card n : ℂ) * I * k) - α)) * h1
      + ((Fintype.card n : ℂ) * (2 * I * k) - ((Fintype.card n : ℂ) * I * k - α)) * h2
```

## How much passes to another edge

Send in a wave of unit amplitude on edge $i$ alone, so that $A=1$. On any other edge $j$ the outgoing amplitude is $b_j=t$, and

$$|b_j|^2=\frac{4k^2}{N^2k^2+\alpha^2}.$$

All edges share the same $k$, so this ratio of squared amplitudes is also the ratio of probability currents. For three wires and $\alpha=0$, each of the other wires receives $4/9$, and $1/9$ is reflected.

In Lean, `Pi.single i 1` is the incoming vector, and the outgoing vector `b` is any one that meets the vertex condition. The proof finds `b j` from the matching lemma and computes the squared moduli of numerator and denominator.

```lean
/-- For `k > 0` and the vertex condition of strength `α` on `N` edges, a wave of unit amplitude sent
in on edge `i` alone leaves on every other edge with probability `4k² / (N²k² + α²)`. -/
theorem transmission_probability {k : ℝ} (hk : 0 < k) (α : ℝ) {i j : n} (hij : j ≠ i)
    (b : n → ℂ)
    (h : VertexCondition α (fun l => wave k ((Pi.single i 1 : n → ℂ) l) (b l))) :
    ‖b j‖ ^ 2 = 4 * k ^ 2 / ((Fintype.card n : ℝ) ^ 2 * k ^ 2 + α ^ 2) := by
  have hb : b j = transmission (Fintype.card n) k α := by
    rw [(matching_iff hk α _ b).mp h, scatteringMatrix_mulVec]
    simp [Pi.single_apply, hij]
  have e1 : Complex.normSq (2 * I * k) = 4 * k ^ 2 := by
    rw [Complex.normSq_apply]
    simp
    ring
  have e2 : Complex.normSq ((Fintype.card n : ℂ) * I * k - α)
      = (Fintype.card n : ℝ) ^ 2 * k ^ 2 + α ^ 2 := by
    rw [Complex.normSq_apply]
    simp
    ring
  rw [hb, Complex.sq_norm, transmission, Complex.normSq_div, e1, e2]
```

## Two edges without a potential

For $N=2$ and $\alpha=0$ the coefficient is $t=2\mathrm i k/(2\mathrm i k)=1$. With the edges numbered 0 and 1, $b_0=(a_0+a_1)-a_0=a_1$ and likewise $b_1=a_0$. Each wave crosses the vertex unchanged, as it must on an unbroken line.

```lean
/-- For two edges, `α = 0` and `k > 0`, the vertex condition says that each incoming wave
passes to the other edge with unchanged amplitude. -/
theorem two_edges_free {k : ℝ} (hk : 0 < k) (a b : Fin 2 → ℂ) :
    VertexCondition 0 (fun j => wave k (a j) (b j)) ↔ b 0 = a 1 ∧ b 1 = a 0 := by
  have ht : transmission (Fintype.card (Fin 2)) k 0 = 1 := by
    rw [transmission, Fintype.card_fin]
    simp only [Nat.cast_ofNat, Complex.ofReal_zero, sub_zero]
    exact div_self (by simp [hk.ne'])
  rw [matching_iff hk, funext_iff, Fin.forall_fin_two, scatteringMatrix_mulVec,
    scatteringMatrix_mulVec, ht, Fin.sum_univ_two, one_mul, add_sub_cancel_left,
    add_sub_cancel_right]

end

end StarGraphScattering
```

```lean
#print axioms StarGraphScattering.wave_schrodinger
#print axioms StarGraphScattering.star_graph_scattering
#print axioms StarGraphScattering.transmission_probability
#print axioms StarGraphScattering.two_edges_free
```

```
'StarGraphScattering.wave_schrodinger' depends on axioms: [propext, Classical.choice, Quot.sound]
'StarGraphScattering.star_graph_scattering' depends on axioms: [propext, Classical.choice, Quot.sound]
'StarGraphScattering.transmission_probability' depends on axioms: [propext, Classical.choice, Quot.sound]
'StarGraphScattering.two_edges_free' depends on axioms: [propext, Classical.choice, Quot.sound]
```
